# Every strictly positive one-particle density on an open chain is the density of a k-th excited state

On an open chain of $n+1$ sites with hopping $-t$, $t>0$, every strictly positive normalised density $\rho$ belongs, for each $k$ from $0$ to $n$, to an eigenstate with exactly $k$ levels below it in a suitable real potential. The energy $E$ of that eigenstate can be chosen freely.

In Lean 4 with Mathlib:

```lean
import Mathlib

open Matrix

namespace ExcitedStateVRepresentability

noncomputable section

variable {n : ℕ}

/-- Nearest-neighbour hopping with amplitude `-t` on an open chain of `n + 1` sites. -/
def hopping (t : ℝ) : Matrix (Fin (n + 1)) (Fin (n + 1)) ℝ :=
  Matrix.of fun i j => if i.val + 1 = j.val ∨ j.val + 1 = i.val then -t else 0

/-- The one-particle Hamiltonian: hopping plus an on-site potential `v`. -/
def hamiltonian (t : ℝ) (v : Fin (n + 1) → ℝ) : Matrix (Fin (n + 1)) (Fin (n + 1)) ℝ :=
  hopping t + Matrix.diagonal v

/-- The chain Hamiltonian is Hermitian. -/
theorem hamiltonian_isHermitian (t : ℝ) (v : Fin (n + 1) → ℝ) :
    (hamiltonian t v).IsHermitian :=
  Matrix.IsHermitian.add (Matrix.IsHermitian.ext fun i j => by simp [hopping, or_comm])
    (Matrix.isHermitian_diagonal v)

/-- The number of eigenvalues, counted with multiplicity, strictly below the energy `E`. -/
def levelsBelow (t : ℝ) (v : Fin (n + 1) → ℝ) (E : ℝ) : ℕ :=
  Fintype.card {i // (hamiltonian_isHermitian t v).eigenvalues i < E}

/-- The number of bonds across which `ψ` changes sign. -/
def nodeCount (ψ : Fin (n + 1) → ℝ) : ℕ :=
  Fintype.card {b : Fin n // ψ b.castSucc * ψ b.succ < 0}

/-- Matrix elements of the Hamiltonian as a sum over bonds and a sum over sites. -/
theorem hamiltonian_form (t : ℝ) (v x y : Fin (n + 1) → ℝ) :
    y ⬝ᵥ (hamiltonian t v *ᵥ x) =
      -t * ∑ b : Fin n, (y b.castSucc * x b.succ + y b.succ * x b.castSucc)
        + ∑ i, v i * (y i * x i) := by
  -- a double sum over neighbouring sites is a sum over bonds
  have bonds : ∀ f : Fin (n + 1) → Fin (n + 1) → ℝ,
      ∑ i, ∑ j, (if i.val + 1 = j.val then f i j else 0)
        = ∑ b : Fin n, f b.castSucc b.succ := by
    intro f
    rw [Finset.sum_comm, Fin.sum_univ_succ]
    have h0 : ∑ i : Fin (n + 1),
        (if i.val + 1 = (0 : Fin (n + 1)).val then f i 0 else 0) = 0 := by simp
    rw [h0, zero_add]
    refine Finset.sum_congr rfl fun b _ => ?_
    rw [Finset.sum_eq_single b.castSucc]
    · simp
    · intro i _ hi
      rw [if_neg]
      intro h
      apply hi
      ext
      simp at h ⊢
      omega
    · simp
  have hT : y ⬝ᵥ (hopping t *ᵥ x) =
      (∑ i, ∑ j, if i.val + 1 = j.val then -t * (y i * x j) else 0)
        + ∑ i, ∑ j, if j.val + 1 = i.val then -t * (y i * x j) else 0 := by
    simp only [dotProduct, Matrix.mulVec, Finset.mul_sum, ← Finset.sum_add_distrib]
    refine Finset.sum_congr rfl fun i _ => Finset.sum_congr rfl fun j _ => ?_
    simp only [hopping, Matrix.of_apply]
    split_ifs <;> first | (exfalso; omega) | ring
  have hS : (∑ i, ∑ j, if j.val + 1 = i.val then -t * (y i * x j) else 0)
      = ∑ b : Fin n, -t * (y b.succ * x b.castSucc) :=
    Finset.sum_comm.trans (bonds fun j i => -t * (y i * x j))
  have hD : y ⬝ᵥ (Matrix.diagonal v *ᵥ x) = ∑ i, v i * (y i * x i) :=
    Finset.sum_congr rfl fun i _ => by rw [Matrix.mulVec_diagonal]; ring
  rw [hamiltonian, Matrix.add_mulVec, dotProduct_add, hT, hD, hS,
    bonds fun i j => -t * (y i * x j), ← Finset.sum_add_distrib, Finset.mul_sum]
  congr 1
  exact Finset.sum_congr rfl fun b _ => by ring

/-- If `H ψ = E ψ` and `x = ψ y` site by site, then `⟨x, H x⟩ - E ⟨x, x⟩` is a sum over bonds of
squared differences of `y`, weighted by `t ψ_b ψ_(b+1)`. -/
theorem bond_identity {t E : ℝ} {v ψ : Fin (n + 1) → ℝ}
    (hψ : hamiltonian t v *ᵥ ψ = E • ψ) (x y : Fin (n + 1) → ℝ) (hx : ∀ i, x i = ψ i * y i) :
    x ⬝ᵥ (hamiltonian t v *ᵥ x) - E * (x ⬝ᵥ x) =
      t * ∑ b : Fin n, ψ b.castSucc * ψ b.succ * (y b.castSucc - y b.succ) ^ 2 := by
  -- test the eigenvalue equation against `ψ y²`
  have h := hamiltonian_form t v ψ (fun i => ψ i * y i ^ 2)
  rw [hψ, dotProduct_smul, smul_eq_mul] at h
  have e : (fun i => ψ i * y i ^ 2) ⬝ᵥ ψ = x ⬝ᵥ x := by
    simp only [dotProduct, hx]
    exact Finset.sum_congr rfl fun i _ => by ring
  have d : ∑ i, v i * (ψ i * y i ^ 2 * ψ i) = ∑ i, v i * (x i * x i) :=
    Finset.sum_congr rfl fun i _ => by rw [hx]; ring
  have hB : ∑ b : Fin n, ψ b.castSucc * ψ b.succ * (y b.castSucc - y b.succ) ^ 2 =
      ∑ b : Fin n, (ψ b.castSucc * y b.castSucc ^ 2 * ψ b.succ
        + ψ b.succ * y b.succ ^ 2 * ψ b.castSucc)
      - ∑ b : Fin n, (x b.castSucc * x b.succ + x b.succ * x b.castSucc) := by
    rw [← Finset.sum_sub_distrib]
    exact Finset.sum_congr rfl fun b _ => by rw [hx, hx]; ring
  rw [hamiltonian_form]
  linear_combination -t * hB - h - d + E * e

/-- A real Hermitian matrix is diagonalised by a matrix with orthonormal columns. -/
theorem eigenframe {m : Type*} [Fintype m] [DecidableEq m] {A : Matrix m m ℝ}
    (hA : A.IsHermitian) :
    ∃ U : Matrix m m ℝ, Uᵀ * U = 1 ∧ A * U = U * Matrix.diagonal hA.eigenvalues := by
  refine ⟨Matrix.of fun a i => (hA.eigenvectorBasis i).ofLp a, ?_, ?_⟩
  · ext i j
    have h := orthonormal_iff_ite.mp hA.eigenvectorBasis.orthonormal i j
    rw [Matrix.one_apply]
    refine Eq.trans ?_ h
    simp only [Matrix.mul_apply, PiLp.inner_apply]
    exact Finset.sum_congr rfl fun a _ => by simp [mul_comm]
  · ext a i
    rw [Matrix.mul_diagonal]
    exact (congrFun (hA.mulVec_eigenvectorBasis i) a).trans (mul_comm _ _)

/-- Linear functionals whose only common zero is the zero vector are at least as many as the
dimension of the space. -/
theorem card_le_of_functionals {m κ : Type*} [Fintype m] [Fintype κ]
    (l : κ → ((m → ℝ) →ₗ[ℝ] ℝ)) (h : ∀ c, (∀ a, l a c = 0) → c = 0) :
    Fintype.card m ≤ Fintype.card κ := by
  have hinj : Function.Injective (LinearMap.pi l) :=
    (injective_iff_map_eq_zero _).2 fun c hc => h c fun a => congrFun hc a
  simpa using LinearMap.finrank_le_finrank_of_injective hinj

/-- Node theorem on the chain with `t > 0`: for a nowhere-vanishing eigenvector, the number of
levels below its energy equals its number of sign changes. -/
theorem levelsBelow_eq_nodeCount {t E : ℝ} (ht : 0 < t) {v ψ : Fin (n + 1) → ℝ}
    (hψ : hamiltonian t v *ᵥ ψ = E • ψ) (hne : ∀ i, ψ i ≠ 0) :
    levelsBelow t v E = nodeCount ψ := by
  obtain ⟨U, hU, hA⟩ := eigenframe (hamiltonian_isHermitian t v)
  unfold levelsBelow nodeCount
  generalize (hamiltonian_isHermitian t v).eigenvalues = lam at hA ⊢
  have iso : ∀ c d, (U *ᵥ c) ⬝ᵥ (U *ᵥ d) = c ⬝ᵥ d := fun c d => by
    rw [Matrix.dotProduct_mulVec, ← Matrix.mulVec_transpose, Matrix.mulVec_mulVec, hU,
      Matrix.one_mulVec]
  let Y : Fin (n + 1) → ((Fin (n + 1) → ℝ) →ₗ[ℝ] ℝ) :=
    fun a => (ψ a)⁻¹ • (LinearMap.proj a ∘ₗ U.mulVecLin)
  have hY : ∀ c i, (U *ᵥ c) i = ψ i * Y i c := fun c i =>
    (mul_inv_cancel_left₀ (hne i) ((U *ᵥ c) i)).symm
  -- the energy form in the eigenbasis and on the bonds
  have key : ∀ c : Fin (n + 1) → ℝ, ∑ i, (lam i - E) * c i ^ 2 =
      t * ∑ b : Fin n, ψ b.castSucc * ψ b.succ * (Y b.castSucc c - Y b.succ c) ^ 2 := by
    intro c
    have h := bond_identity hψ (U *ᵥ c) (fun i => Y i c) (hY c)
    rw [Matrix.mulVec_mulVec, hA, ← Matrix.mulVec_mulVec, iso, iso] at h
    rw [← h]
    simp only [dotProduct, Matrix.mulVec_diagonal, Finset.mul_sum, ← Finset.sum_sub_distrib]
    exact Finset.sum_congr rfl fun i _ => by ring
  -- at most as many lower levels as nodes
  have up := card_le_of_functionals (Sum.elim
    (fun b : {b : Fin n // ψ b.castSucc * ψ b.succ < 0} => Y b.1.castSucc - Y b.1.succ)
    (fun i : {i // ¬ lam i < E} => (LinearMap.proj i.1 : (Fin (n + 1) → ℝ) →ₗ[ℝ] ℝ))) (by
      intro c hc
      have hb : ∀ b : Fin n, ψ b.castSucc * ψ b.succ < 0 →
          Y b.castSucc c - Y b.succ c = 0 := fun b h => hc (Sum.inl ⟨b, h⟩)
      have hi : ∀ i, ¬ lam i < E → c i = 0 := fun i h => hc (Sum.inr ⟨i, h⟩)
      have hnp : ∀ i ∈ Finset.univ, (lam i - E) * c i ^ 2 ≤ 0 := fun i _ => by
        by_cases h : lam i < E
        · exact mul_nonpos_of_nonpos_of_nonneg (by linarith) (sq_nonneg _)
        · rw [hi i h]; simp
      have hnn : 0 ≤ ∑ i, (lam i - E) * c i ^ 2 := by
        rw [key c]
        refine mul_nonneg ht.le (Finset.sum_nonneg fun b _ => ?_)
        by_cases h : ψ b.castSucc * ψ b.succ < 0
        · rw [hb b h]; simp
        · exact mul_nonneg (not_lt.1 h) (sq_nonneg _)
      funext i
      by_cases h : lam i < E
      · have h0 := (Finset.sum_eq_zero_iff_of_nonpos hnp).1
          (le_antisymm (Finset.sum_nonpos hnp) hnn) i (Finset.mem_univ i)
        exact pow_eq_zero_iff two_ne_zero |>.1
          ((mul_eq_zero.1 h0).resolve_left (by linarith [h] : lam i - E < 0).ne)
      · exact hi i h)
  -- at least as many lower levels as nodes
  have low := card_le_of_functionals (Sum.elim (Sum.elim
    (fun b : {b : Fin n // ¬ ψ b.castSucc * ψ b.succ < 0} => Y b.1.castSucc - Y b.1.succ)
    (fun i : {i // lam i < E} => (LinearMap.proj i.1 : (Fin (n + 1) → ℝ) →ₗ[ℝ] ℝ)))
    (fun _ : Unit => Y 0)) (by
      intro c hc
      have hb : ∀ b : Fin n, ¬ ψ b.castSucc * ψ b.succ < 0 →
          Y b.castSucc c - Y b.succ c = 0 := fun b h => hc (Sum.inl (Sum.inl ⟨b, h⟩))
      have hi : ∀ i, lam i < E → c i = 0 := fun i h => hc (Sum.inl (Sum.inr ⟨i, h⟩))
      have h0 : Y 0 c = 0 := hc (Sum.inr ())
      have hnp : ∀ b ∈ (Finset.univ : Finset (Fin n)),
          ψ b.castSucc * ψ b.succ * (Y b.castSucc c - Y b.succ c) ^ 2 ≤ 0 := fun b _ => by
        by_cases h : ψ b.castSucc * ψ b.succ < 0
        · exact mul_nonpos_of_nonpos_of_nonneg h.le (sq_nonneg _)
        · rw [hb b h]; simp
      have hnn : 0 ≤ ∑ i, (lam i - E) * c i ^ 2 := Finset.sum_nonneg fun i _ => by
        by_cases h : lam i < E
        · rw [hi i h]; simp
        · exact mul_nonneg (by linarith [not_lt.1 h]) (sq_nonneg _)
      rw [key c] at hnn
      have hz := (Finset.sum_eq_zero_iff_of_nonpos hnp).1
        (le_antisymm (Finset.sum_nonpos hnp) (nonneg_of_mul_nonneg_right hnn ht))
      have hall : ∀ i, Y i c = 0 := fun i => by
        induction i using Fin.induction with
        | zero => exact h0
        | succ b ih =>
          have h1 := pow_eq_zero_iff two_ne_zero |>.1 ((mul_eq_zero.1
            (hz b (Finset.mem_univ b))).resolve_left (mul_ne_zero (hne _) (hne _)))
          linarith
      have hUc : U *ᵥ c = 0 := funext fun i => by rw [hY, hall]; simp
      rw [← Matrix.one_mulVec c, ← hU, ← Matrix.mulVec_mulVec, hUc, Matrix.mulVec_zero])
  have h1 := Fintype.card_subtype_le (fun i => lam i < E)
  have h2 := Fintype.card_subtype_le (fun b : Fin n => ψ b.castSucc * ψ b.succ < 0)
  simp only [Fintype.card_sum, Fintype.card_subtype_compl, Fintype.card_fin,
    Fintype.card_unit] at up low h1 h2
  omega

/-- For `t > 0`, a solution of `H x = E x` that vanishes on the first site vanishes everywhere. -/
theorem eq_zero_of_edge {t E : ℝ} (ht : 0 < t) {v x : Fin (n + 1) → ℝ}
    (hx : hamiltonian t v *ᵥ x = E • x) (h0 : x 0 = 0) : x = 0 := by
  have h : ∀ m : ℕ, ∀ i : Fin (n + 1), i.val ≤ m → x i = 0 := by
    intro m
    induction m with
    | zero =>
      intro i hi
      have : i = 0 := Fin.ext (Nat.le_zero.1 hi)
      rw [this, h0]
    | succ m ih =>
      intro i hi
      by_cases him : i.val ≤ m
      · exact ih i him
      -- the equation at site `m` fixes the amplitude at site `m + 1`
      have hiv : m + 1 = i.val := by omega
      let j : Fin (n + 1) := ⟨m, by omega⟩
      have row : ∑ a, hamiltonian t v j a * x a = E * x j := congrFun hx j
      rw [ih j le_rfl, mul_zero, Finset.sum_eq_single i] at row
      · have hji : j ≠ i := fun h => by
          have := congrArg Fin.val h
          simp only [j] at this
          omega
        have hH : hamiltonian t v j i = -t := by
          simp [hamiltonian, hopping, Matrix.diagonal_apply_ne _ hji, j, hiv]
        rw [hH] at row
        exact (mul_eq_zero.1 row).resolve_left (by linarith : -t < 0).ne
      · intro a _ ha
        by_cases ham : a.val ≤ m
        · rw [ih a ham, mul_zero]
        · have hav : a.val ≠ i.val := fun h => ha (Fin.ext h)
          have hja : j ≠ a := fun h => by
            have := congrArg Fin.val h
            simp only [j] at this
            omega
          have hn : ¬ (j.val + 1 = a.val ∨ a.val + 1 = j.val) := by
            simp only [j]
            omega
          have hH : hamiltonian t v j a = 0 := by
            rw [hamiltonian, Matrix.add_apply, Matrix.diagonal_apply_ne _ hja, hopping,
              Matrix.of_apply, if_neg hn, add_zero]
          rw [hH, zero_mul]
      · simp
  exact funext fun i => h i.val i le_rfl

/-- For `t > 0`, the energy levels of the open chain are nondegenerate in every potential. -/
theorem levels_nondegenerate {t : ℝ} (ht : 0 < t) (v : Fin (n + 1) → ℝ) :
    Function.Injective (hamiltonian_isHermitian t v).eigenvalues := by
  obtain ⟨U, hU, hA⟩ := eigenframe (hamiltonian_isHermitian t v)
  generalize (hamiltonian_isHermitian t v).eigenvalues = lam at hA ⊢
  intro i j hij
  by_contra hne
  have P : ∀ c : Fin (n + 1) → ℝ, (∀ a, lam a * c a = lam j * c a) →
      (U *ᵥ c) 0 = 0 → c = 0 := by
    intro c hc h0
    have hd : Matrix.diagonal lam *ᵥ c = lam j • c :=
      funext fun a => by rw [Matrix.mulVec_diagonal, hc]; rfl
    have hz := eq_zero_of_edge ht (v := v) (E := lam j) (x := U *ᵥ c) (by
      rw [Matrix.mulVec_mulVec, hA, ← Matrix.mulVec_mulVec, hd, Matrix.mulVec_smul]) h0
    rw [← Matrix.one_mulVec c, ← hU, ← Matrix.mulVec_mulVec, hz, Matrix.mulVec_zero]
  have hs : ∀ a r, (U *ᵥ Pi.single a r) 0 = U 0 a * r := fun a r => by
    simp [Matrix.mulVec, dotProduct, Pi.single_apply]
  -- combine the two eigenvectors so that the first site is empty
  have h1 := P (Pi.single i (U 0 j) - Pi.single j (U 0 i)) (fun a => by
    by_cases hi : a = i
    · rw [hi, hij]
    · by_cases hj : a = j
      · rw [hj]
      · simp [hi, hj]) (by
    rw [Matrix.mulVec_sub, Pi.sub_apply, hs, hs]; ring)
  have h2 : U 0 j = 0 := by
    have := congrFun h1 i
    simpa [hne] using this
  have h3 := P (Pi.single j 1) (fun a => by
    by_cases hj : a = j
    · rw [hj]
    · simp [hj]) (by rw [hs, h2, zero_mul])
  have := congrFun h3 j
  simp at this

/-- The amplitude `√ρ` with alternating sign on the first `k` bonds and constant sign after. -/
def nodalState (ρ : Fin (n + 1) → ℝ) (k : ℕ) : Fin (n + 1) → ℝ :=
  fun i => (-1) ^ (min i.val k) * √(ρ i)

/-- For a strictly positive density and `k ≤ n`, the nodal state has exactly `k` sign changes. -/
theorem nodeCount_nodalState {ρ : Fin (n + 1) → ℝ} (hρ : ∀ i, 0 < ρ i) {k : ℕ} (hk : k ≤ n) :
    nodeCount (nodalState ρ k) = k := by
  have hiff : ∀ b : Fin n,
      nodalState ρ k b.castSucc * nodalState ρ k b.succ < 0 ↔ b.val < k := by
    intro b
    have hp := mul_pos (Real.sqrt_pos.2 (hρ b.castSucc)) (Real.sqrt_pos.2 (hρ b.succ))
    have hs : ∀ m : ℕ, (-1 : ℝ) ^ m * (-1) ^ m = 1 := fun m => by
      rw [← mul_pow]; norm_num
    change (-1) ^ (min b.val k) * √(ρ b.castSucc)
      * ((-1) ^ (min (b.val + 1) k) * √(ρ b.succ)) < 0 ↔ _
    by_cases h : b.val < k
    · rw [min_eq_left h.le, min_eq_left (Nat.succ_le_of_lt h), pow_succ]
      refine iff_of_true ?_ h
      linear_combination hp - (√(ρ b.castSucc) * √(ρ b.succ)) * hs b.val
    · rw [min_eq_right (by omega), min_eq_right (by omega)]
      refine iff_of_false (not_lt.2 ?_) h
      have e : (-1) ^ k * √(ρ b.castSucc) * ((-1) ^ k * √(ρ b.succ))
          = √(ρ b.castSucc) * √(ρ b.succ) := by
        linear_combination (√(ρ b.castSucc) * √(ρ b.succ)) * hs k
      rw [e]
      exact hp.le
  let e : {b : Fin n // nodalState ρ k b.castSucc * nodalState ρ k b.succ < 0} ≃ Fin k :=
    { toFun := fun b => ⟨b.1.val, (hiff b.1).1 b.2⟩
      invFun := fun j => ⟨⟨j.val, lt_of_lt_of_le j.2 hk⟩, (hiff _).2 j.2⟩
      left_inv := fun _ => rfl
      right_inv := fun _ => rfl }
  exact (Fintype.card_congr e).trans (Fintype.card_fin k)

/-- Excited-state v-representability for `t > 0`: every strictly positive normalised density on the
open chain is the density of an eigenstate, at any chosen energy `E`, with exactly `k` levels below
it, for each `k` from `0` to `n`. -/
theorem excited_state_v_representable {t : ℝ} (ht : 0 < t) {ρ : Fin (n + 1) → ℝ}
    (hρ : ∀ i, 0 < ρ i) (hsum : ∑ i, ρ i = 1) {k : ℕ} (hk : k ≤ n) (E : ℝ) :
    ∃ v ψ : Fin (n + 1) → ℝ, hamiltonian t v *ᵥ ψ = E • ψ ∧ ψ ⬝ᵥ ψ = 1 ∧
      (∀ i, ψ i ^ 2 = ρ i) ∧ levelsBelow t v E = k := by
  have hsq : ∀ i, nodalState ρ k i ^ 2 = ρ i := fun i => by
    rw [nodalState, mul_pow, Real.sq_sqrt (hρ i).le, ← pow_mul, mul_comm _ 2, pow_mul]
    norm_num
  have hne : ∀ i, nodalState ρ k i ≠ 0 := fun i h => by
    have h1 := hsq i
    rw [h] at h1
    have h2 := hρ i
    norm_num at h1
    linarith
  -- solve the eigenvalue equation for the potential, site by site
  let v : Fin (n + 1) → ℝ :=
    fun i => E - (hopping t *ᵥ nodalState ρ k) i / nodalState ρ k i
  have hv : hamiltonian t v *ᵥ nodalState ρ k = E • nodalState ρ k := by
    funext i
    rw [hamiltonian, Matrix.add_mulVec, Pi.add_apply, Matrix.mulVec_diagonal, Pi.smul_apply,
      smul_eq_mul]
    simp only [v]
    rw [sub_mul, div_mul_cancel₀ _ (hne i)]
    ring
  refine ⟨v, nodalState ρ k, hv, ?_, hsq, ?_⟩
  · rw [← hsum]
    exact Finset.sum_congr rfl fun i _ => by rw [← hsq i]; ring
  · rw [levelsBelow_eq_nodeCount ht hv hne, nodeCount_nodalState hρ hk]

end

end ExcitedStateVRepresentability
```

```lean
#print axioms ExcitedStateVRepresentability.levels_nondegenerate
#print axioms ExcitedStateVRepresentability.excited_state_v_representable
```

```
'ExcitedStateVRepresentability.levels_nondegenerate' depends on axioms: [propext, Classical.choice, Quot.sound]
'ExcitedStateVRepresentability.excited_state_v_representable' depends on axioms: [propext, Classical.choice, Quot.sound]
```

## One particle, a potential and a level

In `excited_state_v_representable`, the sites are $i=0,\dots,n$ (`Fin (n + 1)`), and bond $b$ joins sites $b$ and $b+1$ (`b.castSucc`, `b.succ`). The matrix `hamiltonian t v` is $H=T+\mathrm{diag}(v)$, where $T$ is the hopping matrix `hopping t`, with entries $-t$ between neighbouring sites and zero elsewhere. The theorem provides real $v$ and $\psi$ with $H\psi=E\psi$, $\sum_i\psi_i^2=1$ and $\psi_i^2=\rho_i$. It also gives `levelsBelow t v E = k`, where eigenvalues are counted with multiplicity. By `levels_nondegenerate` they are all distinct, so $\psi$ is the $k$-th excited state, with $k=0$ the ground state.

For one particle on a finite open chain with at least two sites, a strictly positive density alone therefore does not reveal which level it came from. Interacting or many-electron densities, densities with zeros and uniqueness of $v$ are not treated.

## Choosing the signs fixes the potential

Take $\psi_i=(-1)^{\min(i,k)}\sqrt{\rho_i}$ (`nodalState`). It changes sign on bonds $b<k$ and on no others, which `nodeCount_nodalState` counts by matching these bonds with `Fin k`. No $\psi_i$ vanishes, so the eigenvalue equation can be solved at each site:

$$v_i=E-\frac{(T\psi)_i}{\psi_i}=E+t\,\frac{\psi_{i-1}+\psi_{i+1}}{\psi_i},$$

with amplitudes beyond the ends set to zero. It remains to show that $k$ sign changes mean $k$ lower levels.

## Sign changes count the lower levels

Write any vector as $x_i=\psi_iy_i$. By `hamiltonian_form`, testing $H\psi=E\psi$ against $\psi_iy_i^2$ gives

$$E\sum_i x_i^2=-t\sum_b\psi_b\psi_{b+1}(y_b^2+y_{b+1}^2)+\sum_i v_ix_i^2,$$

while

$$\langle x,Hx\rangle=-2t\sum_b\psi_b\psi_{b+1}y_by_{b+1}+\sum_i v_ix_i^2.$$

Subtracting yields `bond_identity`. With $x=\sum_i c_iu_i$ in the orthonormal eigenbasis from `eigenframe`, where $Hu_i=\lambda_iu_i$, it becomes `key`:

$$\sum_i(\lambda_i-E)c_i^2=t\sum_b\psi_b\psi_{b+1}(y_b-y_{b+1})^2.$$

Let $N$ levels lie below $E$ and let $\psi$ have $s$ sign changes. `levelsBelow_eq_nodeCount` imposes two sets of linear conditions:

- **`up`:** Set $y_b=y_{b+1}$ on the $s$ sign-changing bonds and $c_i=0$ whenever $\lambda_i\ge E$. The left side is $\le0$ and the right side $\ge0$, so both vanish, and so does every remaining $c_i$.
- **`low`:** Set $y_b=y_{b+1}$ on the other $n-s$ bonds, $c_i=0$ whenever $\lambda_i<E$, and $y_0=0$. The signs are now reversed, so all differences vanish. Hence $y=0$, and $x=0$.

Conditions whose only common solution is zero number at least $n+1$ (`card_le_of_functionals`). Thus $s+(n+1-N)\ge n+1$ and $(n-s)+N+1\ge n+1$, which give $N=s$.

For nondegeneracy, suppose an eigenvector has $x_0=0$. If its amplitudes vanish through site $m$, the equation there reads $-tx_{m+1}=0$, so induction gives $x=0$ (`eq_zero_of_edge`). Two independent eigenvectors of equal energy would have a nonzero combination with $x_0=0$, a contradiction.

## Three sites, and one

Take $t=1$, $E=0$, $\rho=(\tfrac14,\tfrac12,\tfrac14)$ and $k=1$. Then $\psi=(\tfrac12,-\tfrac1{\sqrt2},-\tfrac12)$ and $v=(-\sqrt2,0,\sqrt2)$. The characteristic equation is $\lambda^3-4\lambda=0$, so the levels are $-2,0,2$, with exactly one below $E$.

For a single site, $n=0$, there are no bonds: $\rho_0=1$, $k=0$ and $v_0=E$.
